# Slater determinants of three monomial orbitals are symmetric multiples of the Vandermonde product

Three spin-polarised electrons sit close together, at 1, 1 + δ and 1 + 2δ with δ = 10⁻¹⁰, and a code needs the ratio of an excited Slater determinant to the ground-state one. With orbitals 1, t, t² the ground-state determinant is about 2·10⁻³⁰. Expanded from powers of the coordinates, it is a sum of six products close to ±1, and double precision rounds these at about 10⁻¹⁶. The computed value is noise, and so is any ratio formed with it. If two electrons coincide, the ratio reads 0/0 even before rounding enters.

For monomial orbitals the quotient can be replaced by a polynomial in the coordinates, which has a value at every configuration.

## One symmetric factor for each choice of exponents

Let the particles have coordinates x₀, x₁, x₂, and let the occupied orbitals be t^k₀, t^k₁, t^k₂ with natural-number exponents. Write S(k) for the determinant of the 3×3 matrix whose entry in row i and column j is xᵢ^kⱼ. The three lowest orbitals 1, t, t² give the Vandermonde product

D = (x₁ − x₀)(x₂ − x₀)(x₂ − x₁).

With the elementary symmetric functions

e₁ = x₀ + x₁ + x₂

e₂ = x₀x₁ + x₁x₂ + x₂x₀

e₃ = x₀x₁x₂

the result is

S(k) = F(k) · D,

where F(k) is a 3×3 determinant computed from e₁, e₂, e₃ alone. It is therefore unchanged when particles are permuted, and D carries the antisymmetry. The excited cases with t³ as the highest orbital are

orbitals 1, t, t³: F = e₁

orbitals 1, t², t³: F = e₂

orbitals t, t², t³: F = e₃.

At coordinates 1, 2, 4, for example, D = 6, and the three determinants are 42, 84 and 48.

## Determinant ratios in the lowest Landau level

Monomial orbitals occur for electrons in a strong magnetic field. In the symmetric gauge, with lengths in units of the magnetic length and z the complex position in the plane (its complex conjugate for the opposite field direction), the normalised orbitals of the lowest Landau level are

φₘ(z) = z^m · exp(−|z|²/4) / √(2π · 2^m · m!).

The Gaussians are common factors of the rows of the Slater matrix and the normalisation constants are common factors of its columns. What remains is S(k) with complex coordinates. If a rotationally symmetric confinement makes the energy rise with m, the non-interacting ground state ψ₀ of three spin-polarised electrons in this level occupies m = 0, 1, 2.

Let ψ₁ be the normalised state with m = 0, 1, 3. The Gaussians cancel in the ratio and the normalisation constants leave 1/√6, so ψ₁ = ψ₀ · e₁/√6. A uniform electric field in the plane breaks the rotational symmetry and couples ψ₀ to ψ₁. A variational Monte Carlo code with the trial function Ψ = c₀ψ₀ + c₁ψ₁ can then evaluate

Ψ = ψ₀ · (c₀ + c₁ e₁/√6)

with one Vandermonde product and one sum, and no second determinant. Take c₀ = c₁ and a proposed move of the third electron from 4 to 3, with the others at 1 and 2. D goes from 6 to 2, e₁ goes from 7 to 6, and the Gaussians contribute exp(7/2) to the ratio of probabilities:

|Ψ′/Ψ|² = (2/6)² · ((1 + 6/√6)/(1 + 7/√6))² · exp(7/2) ≈ 2.94.

With a symmetric proposal, the Metropolis rule accepts this move.

## Reducing every power to 1, t and t²

**The ground state.** Subtract the first row of the matrix with rows (1, xᵢ, xᵢ²) from the other two and expand along the first column:

S(0,1,2) = (x₁ − x₀)(x₂² − x₀²) − (x₂ − x₀)(x₁² − x₀²)

= (x₁ − x₀)(x₂ − x₀)[(x₂ + x₀) − (x₁ + x₀)]

= D.

**A cubic for the coordinates.** Multiplying out gives

(t − x₀)(t − x₁)(t − x₂) = t³ − e₁t² + e₂t − e₃.

The left side vanishes when t is any of the three coordinates, hence

xᵢ³ = e₁xᵢ² − e₂xᵢ + e₃.

**Higher powers.** Suppose that for some n

xᵢⁿ = a + b xᵢ + c xᵢ²,

with the same a, b, c for all three particles. For n = 0 this holds with (a, b, c) = (1, 0, 0). Multiply by xᵢ and eliminate the cube:

xᵢⁿ⁺¹ = a xᵢ + b xᵢ² + c(e₁xᵢ² − e₂xᵢ + e₃)

= c e₃ + (a − c e₂) xᵢ + (b + c e₁) xᵢ².

The coefficients therefore follow the recursion

(a, b, c) → (c e₃, a − c e₂, b + c e₁).

Starting from n = 0 it produces (1, 0, 0), (0, 1, 0), (0, 0, 1) and then (e₃, −e₂, e₁) for the cube.

**The determinant.** Put the coefficients of t^kⱼ in column j of a matrix C. The previous step says that the orbital matrix is the ground-state matrix times C. Determinants multiply, so S(k) = D · det C, and F(k) = det C. For orbitals 1, t, t³ the columns of C are (1, 0, 0), (0, 1, 0), (e₃, −e₂, e₁), with determinant e₁. The other two cases give e₂ and e₃ in the same way.

**The symmetry.** A permutation of the particles only reorders the terms of e₁ and e₂ and the factors of e₃. Since F(k) is built from these three quantities, it does not change. Exchanging two particles exchanges two rows of the Slater matrix, so S(k) changes sign, and a general permutation multiplies it by its sign. Dividing S(k) by D would show the symmetry of F(k) only where division by D is possible; the construction from e₁, e₂, e₃ shows it everywhere.

## The factorisation in Lean 4

```lean
import Mathlib

open Matrix

namespace VandermondeStates

variable {R : Type*} [CommRing R]

/-- The Slater determinant of three particles at `x 0, x 1, x 2` in the monomial orbitals
`t ^ k 0, t ^ k 1, t ^ k 2`, without normalisation. -/
def slater (k : Fin 3 → ℕ) (x : Fin 3 → R) : R :=
  Matrix.det (Matrix.of fun i j : Fin 3 => x i ^ k j)

/-- The Vandermonde product of the three coordinate differences. -/
def vandermondeProduct (x : Fin 3 → R) : R :=
  (x 1 - x 0) * (x 2 - x 0) * (x 2 - x 1)

/-- The sum of the three coordinates. -/
def e1 (x : Fin 3 → R) : R := x 0 + x 1 + x 2

/-- The sum of the pairwise products of the three coordinates. -/
def e2 (x : Fin 3 → R) : R := x 0 * x 1 + x 1 * x 2 + x 2 * x 0

/-- The product of the three coordinates. -/
def e3 (x : Fin 3 → R) : R := x 0 * x 1 * x 2

/-- The coefficients of `1, t, t ^ 2` that remain of `t ^ n` when `t ^ 3` is replaced
repeatedly by `a * t ^ 2 - b * t + c`. -/
def remainder (a b c : R) : ℕ → Fin 3 → R
  | 0 => ![1, 0, 0]
  | n + 1 => ![c * remainder a b c n 2,
      remainder a b c n 0 - b * remainder a b c n 2,
      remainder a b c n 1 + a * remainder a b c n 2]

/-- The excitation factor of the orbitals `t ^ k j`: the determinant of their coefficients
on `1, t, t ^ 2`, computed from `e1`, `e2` and `e3` of the coordinates. -/
def excitationFactor (k : Fin 3 → ℕ) (x : Fin 3 → R) : R :=
  Matrix.det (Matrix.of fun i j : Fin 3 => remainder (e1 x) (e2 x) (e3 x) (k j) i)

/-- Permuting the particles multiplies a Slater determinant by the sign of the
permutation. -/
theorem slater_perm (k : Fin 3 → ℕ) (x : Fin 3 → R) (σ : Equiv.Perm (Fin 3)) :
    slater k (x ∘ σ) = ((Equiv.Perm.sign σ : ℤ) : R) * slater k x :=
  Matrix.det_permute σ (Matrix.of fun i j : Fin 3 => x i ^ k j)

/-- The Slater determinant of the three lowest orbitals `1, t, t ^ 2` is the Vandermonde
product. -/
theorem slater_ground (x : Fin 3 → R) :
    slater ![0, 1, 2] x = vandermondeProduct x := by
  simp [slater, vandermondeProduct, Matrix.det_fin_three]
  ring

/-- Each particle coordinate is a root of the cubic `t ^ 3 - e1 x * t ^ 2 + e2 x * t - e3 x`, whose
coefficients are, up to sign, the elementary symmetric functions of the coordinates. -/
theorem coordinate_cubic (x : Fin 3 → R) (i : Fin 3) :
    x i ^ 3 = e1 x * x i ^ 2 - e2 x * x i + e3 x := by
  fin_cases i <;>
    simp only [e1, e2, e3, Fin.zero_eta, Fin.mk_one, Fin.reduceFinMk] <;> ring

/-- At the positions of the three particles every orbital `t ^ n` is a combination of
`1, t, t ^ 2`, with the same coefficients for all three particles. -/
theorem orbital_reduction (x : Fin 3 → R) (i : Fin 3) (n : ℕ) :
    x i ^ n = remainder (e1 x) (e2 x) (e3 x) n 0
      + remainder (e1 x) (e2 x) (e3 x) n 1 * x i
      + remainder (e1 x) (e2 x) (e3 x) n 2 * x i ^ 2 := by
  induction n with
  | zero => simp [remainder]
  | succ n ih =>
    simp only [remainder, Matrix.cons_val_zero, Matrix.cons_val_one, Matrix.cons_val]
    -- multiply by the coordinate and eliminate its cube
    linear_combination x i * ih
      + remainder (e1 x) (e2 x) (e3 x) n 2 * coordinate_cubic x i

/-- Every Slater determinant of three monomial orbitals is its excitation factor times the
Vandermonde product. -/
theorem slater_eq_factor_mul_vandermonde (k : Fin 3 → ℕ) (x : Fin 3 → R) :
    slater k x = excitationFactor k x * vandermondeProduct x := by
  -- the orbital matrix is the ground-state matrix times the coefficient matrix
  have h : (Matrix.of fun i j : Fin 3 => x i ^ k j)
      = (Matrix.of fun i j : Fin 3 => x i ^ (![0, 1, 2] : Fin 3 → ℕ) j)
        * (Matrix.of fun i j : Fin 3 => remainder (e1 x) (e2 x) (e3 x) (k j) i) := by
    ext i j
    rw [Matrix.mul_apply, Fin.sum_univ_three]
    simp only [Matrix.of_apply, Matrix.cons_val_zero, Matrix.cons_val_one, Matrix.cons_val]
    linear_combination orbital_reduction x i (k j)
  have hdet : slater k x = slater ![0, 1, 2] x * excitationFactor k x := by
    unfold slater excitationFactor
    rw [h, Matrix.det_mul]
  rw [hdet, slater_ground, mul_comm]

/-- The three elementary symmetric functions are unchanged when the particles are
permuted. -/
theorem elementary_perm (x : Fin 3 → R) (σ : Equiv.Perm (Fin 3)) :
    e1 (x ∘ σ) = e1 x ∧ e2 (x ∘ σ) = e2 x ∧ e3 (x ∘ σ) = e3 x := by
  -- list the six arrangements of three distinct labels
  have key : ∀ a b c : Fin 3, a ≠ b → a ≠ c → b ≠ c →
      (a = 0 ∧ b = 1 ∧ c = 2) ∨ (a = 0 ∧ b = 2 ∧ c = 1) ∨
      (a = 1 ∧ b = 0 ∧ c = 2) ∨ (a = 1 ∧ b = 2 ∧ c = 0) ∨
      (a = 2 ∧ b = 0 ∧ c = 1) ∨ (a = 2 ∧ b = 1 ∧ c = 0) := by decide
  rcases key (σ 0) (σ 1) (σ 2) (σ.injective.ne (by decide))
    (σ.injective.ne (by decide)) (σ.injective.ne (by decide)) with
    ⟨h0, h1, h2⟩ | ⟨h0, h1, h2⟩ | ⟨h0, h1, h2⟩ | ⟨h0, h1, h2⟩ | ⟨h0, h1, h2⟩ | ⟨h0, h1, h2⟩ <;>
  refine ⟨?_, ?_, ?_⟩ <;>
  simp only [e1, e2, e3, Function.comp_apply, h0, h1, h2] <;> ring

/-- The excitation factor is symmetric: it is unchanged when the particles are permuted. -/
theorem excitationFactor_perm (k : Fin 3 → ℕ) (x : Fin 3 → R) (σ : Equiv.Perm (Fin 3)) :
    excitationFactor k (x ∘ σ) = excitationFactor k x := by
  obtain ⟨h1, h2, h3⟩ := elementary_perm x σ
  simp only [excitationFactor, h1, h2, h3]

/-- For particles at `x, y, z`, the orbitals `1, t, t ^ 3`, the orbitals `1, t ^ 2, t ^ 3` and
the orbitals `t, t ^ 2, t ^ 3` give the Vandermonde product times `x + y + z`,
`x * y + y * z + z * x` and `x * y * z` respectively. -/
theorem low_excited_states (x y z : R) :
    slater ![0, 1, 3] ![x, y, z] = (x + y + z) * ((y - x) * (z - x) * (z - y)) ∧
    slater ![0, 2, 3] ![x, y, z]
      = (x * y + y * z + z * x) * ((y - x) * (z - x) * (z - y)) ∧
    slater ![1, 2, 3] ![x, y, z] = (x * y * z) * ((y - x) * (z - x) * (z - y)) := by
  refine ⟨?_, ?_, ?_⟩ <;> simp [slater, Matrix.det_fin_three] <;> ring

end VandermondeStates
```

```lean
#print axioms VandermondeStates.slater_perm
-- 'VandermondeStates.slater_perm' depends on axioms: [propext, Classical.choice, Quot.sound]
#print axioms VandermondeStates.slater_eq_factor_mul_vandermonde
-- 'VandermondeStates.slater_eq_factor_mul_vandermonde' depends on axioms: [propext, Classical.choice, Quot.sound]
#print axioms VandermondeStates.excitationFactor_perm
-- 'VandermondeStates.excitationFactor_perm' depends on axioms: [propext, Classical.choice, Quot.sound]
#print axioms VandermondeStates.low_excited_states
-- 'VandermondeStates.low_excited_states' depends on axioms: [propext, Classical.choice, Quot.sound]
```

## Arbitrary exponents over a commutative ring

The coordinates are a function `x : Fin 3 → R`, where `R` is any commutative ring: the real numbers for the opening example, the complex numbers for the Landau level. Particles are numbered 0, 1, 2 and label the rows; orbitals label the columns. The exponents are a function `k : Fin 3 → ℕ`, with no condition of order or distinctness. If two of them agree, two columns coincide and both the determinant and the factor are zero, as the Pauli principle demands.

S(k) is `slater k x`, D is `vandermondeProduct x`, and F(k) is `excitationFactor k x`. For strictly increasing exponents, textbooks call this factor a Schur polynomial. The coefficient triple of tⁿ is `remainder a b c n`, where the letters `a`, `b`, `c` stand for e₁, e₂, e₃ and not for the coefficients a, b, c of the derivation above.

The main theorem, `slater_eq_factor_mul_vandermonde`, states S(k) = F(k) · D for all exponents and all coordinates, coincident ones included. `excitationFactor_perm` states that the factor is the same for `x ∘ σ` as for `x`, where σ is any permutation of the three labels. `slater_perm` gives the sign rule for the determinant, and `low_excited_states` records the three excited cases with highest orbital t³ for particles at x, y, z.

## From the cubic to the matrix product

`slater_ground` expands the 3×3 determinant and leaves the polynomial identity to `ring`. `coordinate_cubic` treats the three particles one at a time, again with `ring`.

`orbital_reduction` is the induction on the power. In its step, `linear_combination` adds `x i * ih`, the induction hypothesis multiplied by the coordinate, to the cubic relation multiplied by the t² coefficient. These are the two operations of the derivation: multiply by xᵢ, then eliminate the cube.

In the main theorem, `h` is the matrix factorisation, checked entry by entry with `orbital_reduction`. `Matrix.det_mul` turns it into a product of determinants, and `slater_ground` replaces the first of them by D.

For the symmetry, `elementary_perm` lists the six possible arrangements of the labels and verifies e₁, e₂, e₃ in each. `excitationFactor_perm` then substitutes these equalities into the definition of the factor. The sign rule comes from Mathlib's `Matrix.det_permute`. The three cases in `low_excited_states` are proved by direct expansion, independently of the general factorisation.

## Rounding, normalisation and energies

The theorems are identities in a commutative ring. Floating-point numbers do not form one, since their addition is not associative, so the identities relate the true values of the two sides and give no error bound for a program. In the opening example the factored form does well: the difference of two stored numbers this close together is computed without rounding, so D is accurate for the coordinates as stored, and e₁ is a sum of positive terms. With coordinates of mixed sign, e₁ can itself suffer cancellation. For high exponents the recursion and the determinant of its coefficients contain subtractions that can lose digits even when all coordinates are positive.

The determinants in the file are bare polynomials. The step to normalised electron states, which restores the Gaussians, the orbital constants and the overall 1/√3! for distinct exponents, is the short argument given above for the Landau level and is not formalised. No Hamiltonian appears either: "ground" and "excited" refer to the choice of exponents, and their energetic meaning comes from the confinement.

The number of particles is fixed at three. Within that limit, the factorisation applies to each determinant of monomial orbitals in a configuration-interaction expansion, so an interacting three-electron state expanded in finitely many of them is also D times a symmetric polynomial, up to the common Gaussian.
